# A target coupling matrix comes from some grid kernel exactly when it vanishes from both sides on density-free combinations of transitions

The theorem `exists_kernel_iff` concerns finitely many transitions, whose complex densities on a finite grid are the rows of `Φ`, and asks when a given matrix `W` of couplings between them can be written as `Φ f Φᴴ` for some kernel `f`. The answer is that such an `f` exists exactly when every vector `v` with `Φᴴ v = 0` satisfies both `W v = 0` and `v† W = 0`. The kernel may be any complex matrix on the grid, with no symmetry required, and the densities need be neither normalised nor linearly independent. The forward direction is by substitution; for the converse, the proof takes a generalised inverse `B` of `Φᴴ`, applies the hypothesis to the columns of `B Φᴴ - 1`, and offers `Bᴴ W B` as the kernel.

This version doesn't compile in Lean 4 with Mathlib:

```lean
import Mathlib

open Matrix
open scoped ComplexOrder

namespace ExistsKernelIff

noncomputable section

variable {m n : Type*} [Fintype m] [Fintype n] [DecidableEq m] [DecidableEq n]

/-- The matrix of a kernel `f` between transitions, whose densities on the grid are the
rows of `Φ`. -/
def couplingMatrix (Φ : Matrix m n ℂ) (f : Matrix n n ℂ) : Matrix m m ℂ :=
  Φ * f * Φᴴ

/-- Every complex matrix `A` has a generalised inverse `B` with `A B A = A`. -/
theorem exists_generalised_inverse (A : Matrix n m ℂ) :
    ∃ B : Matrix m n ℂ, A * B * A = A := by
  -- invert `A` on its range, then extend the inverse to the whole space
  obtain ⟨g, hg⟩ := A.mulVecLin.rangeRestrict.exists_rightInverse_of_surjective
    A.mulVecLin.range_rangeRestrict
  obtain ⟨h, hh⟩ := LinearMap.exists_extend g
  have hB : ∀ x, LinearMap.toMatrix' h *ᵥ x = h x := fun x => by
    rw [← Matrix.toLin'_apply, Matrix.toLin'_toMatrix']
  refine ⟨LinearMap.toMatrix' h, Matrix.toLin'.injective (LinearMap.ext fun v => ?_)⟩
  have h1 : h (A *ᵥ v) = g (A.mulVecLin.rangeRestrict v) :=
    LinearMap.congr_fun hh (A.mulVecLin.rangeRestrict v)
  have h2 := congrArg Subtype.val
    (LinearMap.congr_fun hg (A.mulVecLin.rangeRestrict v))
  rw [Matrix.toLin'_apply, Matrix.toLin'_apply, ← Matrix.mulVec_mulVec,
    ← Matrix.mulVec_mulVec, hB, h1]
  exact h2

/-- A kernel reproducing the target `W` exists exactly when every `v` with `Φᴴ v = 0`
is annihilated by `W` from both sides. -/
theorem exists_kernel_iff (Φ : Matrix m n ℂ) (W : Matrix m m ℂ) :
    (∃ f, couplingMatrix Φ f = W) ↔
      ∀ v, Φᴴ *ᵥ v = 0 → W *ᵥ v = 0 ∧ star v ᵥ* W = 0 := by
  constructor
  · rintro ⟨f, rfl⟩ v hv
    have hl : star v ᵥ* Φ = 0 := by
      have h := Matrix.star_mulVec Φᴴ v
      rw [hv, star_zero, Matrix.conjTranspose_conjTranspose] at h
      exact h.symm
    constructor
    · rw [couplingMatrix, ← Matrix.mulVec_mulVec, hv, Matrix.mulVec_zero]
    · rw [couplingMatrix, Matrix.mul_assoc, ← Matrix.vecMul_vecMul, hl,
        Matrix.zero_vecMul]
  · intro h
    obtain ⟨B, hB⟩ := exists_generalised_inverse Φᴴ
    -- the columns of `R = B Φᴴ - 1` are invisible to the densities
    have hR : Φᴴ * (B * Φᴴ - 1) = 0 := by
      rw [Matrix.mul_sub, ← Matrix.mul_assoc, hB, Matrix.mul_one, sub_self]
    have hcol : ∀ j, Φᴴ *ᵥ (fun k => (B * Φᴴ - 1) k j) = 0 := fun j =>
      funext fun i => congrFun (congrFun hR i) j
    have hr : W * (B * Φᴴ - 1) = 0 := by
      ext i j
      exact congrFun (h _ (hcol j)).1 i
    have hl : (B * Φᴴ - 1)ᴴ * W = 0 := by
      ext j k
      exact congrFun (h _ (hcol j)).2 k
    rw [Matrix.mul_sub, Matrix.mul_one, sub_eq_zero] at hr
    rw [Matrix.conjTranspose_sub, Matrix.conjTranspose_mul,
      Matrix.conjTranspose_conjTranspose, Matrix.conjTranspose_one, Matrix.sub_mul,
      Matrix.one_mul, sub_eq_zero] at hl
    refine ⟨Bᴴ * W * B, ?_⟩
    calc couplingMatrix Φ (Bᴴ * W * B) = (Φ * Bᴴ * W) * (B * Φᴴ) := by
          simp only [couplingMatrix, Matrix.mul_assoc]
      _ = W := by rw [hl, hr]

end

end ExistsKernelIff
```

Lean reports:

```
Main.lean:55:37: error: Function expected at
  B * Φᴴ - 1
but this term has type
  ?m.293

Note: Expected a function because this term is being applied to the argument
  k
```

Fix (accepted with no message):

```diff
@@ -51,12 +51,12 @@
     obtain ⟨B, hB⟩ := exists_generalised_inverse Φᴴ
     -- the columns of `R = B Φᴴ - 1` are invisible to the densities
-    have hR : Φᴴ * (B * Φᴴ - 1) = 0 := by
+    have hR : Φᴴ * (B * Φᴴ - 1 : Matrix m m ℂ) = 0 := by
       rw [Matrix.mul_sub, ← Matrix.mul_assoc, hB, Matrix.mul_one, sub_self]
-    have hcol : ∀ j, Φᴴ *ᵥ (fun k => (B * Φᴴ - 1) k j) = 0 := fun j =>
+    have hcol : ∀ j, Φᴴ *ᵥ (fun k => (B * Φᴴ - 1 : Matrix m m ℂ) k j) = 0 := fun j =>
       funext fun i => congrFun (congrFun hR i) j
-    have hr : W * (B * Φᴴ - 1) = 0 := by
+    have hr : W * (B * Φᴴ - 1 : Matrix m m ℂ) = 0 := by
       ext i j
       exact congrFun (h _ (hcol j)).1 i
-    have hl : (B * Φᴴ - 1)ᴴ * W = 0 := by
+    have hl : (B * Φᴴ - 1 : Matrix m m ℂ)ᴴ * W = 0 := by
       ext j k
       exact congrFun (h _ (hcol j)).2 k
```

What went wrong. The error is in the statement of `hcol`, where `(B * Φᴴ - 1) k j` is meant to be an entry of a matrix. Lean reads this as a function applied to `k` and `j`, so it must know at once that the expression in brackets has a function type. The product `B * Φᴴ` is no obstacle, since the types of `B` and `Φᴴ` make it a `Matrix m m ℂ`. The trouble is the bare `1`, whose type is still open. Lean's subtraction allows its two operands and its result to have different types, so the type of the difference is open too, and appears in the message as `?m.293`. Lean would by default give all three the same type, but it applies that rule only later, and the application to `k` can't wait for it.

The ascription `(B * Φᴴ - 1 : Matrix m m ℂ)` supplies the type beforehand. A `Matrix m m ℂ` is by definition a function of two indices, so it can be applied to `k` and `j`.

The diff adds the same ascription in `hR`, `hr` and `hl`, where it isn't needed to cure this error. Those statements don't apply the difference to indices, so the default rule has time to settle its type, as it did in `hR`, which comes before the error and passed without complaint.
